# With a positive definite interaction, one electron's Schrödinger–Poisson minimum energy is too high, and its eigenvalue is higher still

The minimum energy is represented by a state that attains it, not by an infimum: a minimiser is a normalised state whose energy no normalised state undercuts. The electron lives on a finite set of sites, which is the type `n` in the code, and has no spin. A state is a function ψ from sites to complex numbers, with density ρ_i = |ψ_i|².

```lean
import Mathlib

open Matrix
open scoped ComplexOrder

namespace SchroedingerPoisson

noncomputable section

variable {n : Type*} [Fintype n] [DecidableEq n]

/-- The site occupations `|ψ i|²` of a one-electron state. -/
def density (ψ : n → ℂ) : n → ℝ := fun i => ‖ψ i‖ ^ 2

/-- The state holds exactly one electron. -/
def Normalised (ψ : n → ℂ) : Prop := ∑ i, density ψ i = 1
```

The matrix h is the one-electron Hamiltonian, and the real matrix v turns a density ρ into vρ, the potential energy that an electron has at each site in the field of that density, with charges and units absorbed. Write

K[ψ] = Re⟨ψ, hψ⟩,  U[ψ] = ½ ρ·vρ,  E[ψ] = K[ψ] + U[ψ].

These are `expect h ψ`, `repulsion v ψ` and `energy h v ψ`. For Hermitian h, taking the real part loses nothing.

```lean
/-- The real part of the expectation value `⟨ψ, A ψ⟩`. -/
def expect (A : Matrix n n ℂ) (ψ : n → ℂ) : ℝ := (star ψ ⬝ᵥ A *ᵥ ψ).re

/-- The electrostatic energy `⟨ρ, v ρ⟩ / 2` of the density `ρ` of `ψ` with itself. -/
def repulsion (v : Matrix n n ℝ) (ψ : n → ℂ) : ℝ :=
  (density ψ ⬝ᵥ v *ᵥ density ψ) / 2

/-- The Schroedinger-Poisson energy of one electron. -/
def energy (h : Matrix n n ℂ) (v : Matrix n n ℝ) (ψ : n → ℂ) : ℝ :=
  expect h ψ + repulsion v ψ
```

The mean-field Hamiltonian, F = h + diag(vρ), contains the potential of the electron's own density. Its expectation value is μ[ψ] = Re⟨ψ, Fψ⟩.

```lean
/-- A real on-site potential as a diagonal operator. -/
def siteField (w : n → ℝ) : Matrix n n ℂ := diagonal fun i => (w i : ℂ)

/-- The mean-field Hamiltonian `h + diag (v ρ)` in the potential of the state's own density `ρ`. -/
def meanField (h : Matrix n n ℂ) (v : Matrix n n ℝ) (ψ : n → ℂ) : Matrix n n ℂ :=
  h + siteField (v *ᵥ density ψ)
```

The number e0 is the least real number with a nonzero eigenvector of h, and so the correct ground-state energy of one electron. The theorems that use e0 take this property as a hypothesis.

```lean
/-- `e0` is the least real eigenvalue of `h`. -/
def IsLowestEigenvalue (h : Matrix n n ℂ) (e0 : ℝ) : Prop :=
  IsLeast {e : ℝ | ∃ φ : n → ℂ, φ ≠ 0 ∧ h *ᵥ φ = (e : ℂ) • φ} e0

/-- A normalised state whose energy no normalised state undercuts. -/
def IsMinimiser (h : Matrix n n ℂ) (v : Matrix n n ℝ) (ψ : n → ℂ) : Prop :=
  Normalised ψ ∧ ∀ φ, Normalised φ → energy h v ψ ≤ energy h v φ
```

For two states η and ψ, let τ_i = Re(η_i* ψ_i).

```lean
/-- The real part of the transition density between two states. -/
def transition (η ψ : n → ℂ) : n → ℝ := fun i => (star (η i) * ψ i).re
```

In device simulation the result concerns the self-interaction error for a singly occupied quantum dot, here in a finite-site model without an exchange-correlation term.

## (a) A site potential between two states

For a real site potential w, show that

Re⟨η, diag(w)ψ⟩ = τ·w.

**Solution.** The left side is Σ_i Re(η_i* w_i ψ_i). Each w_i is real and comes out of the real part, leaving Σ_i τ_i w_i. The code does this term by term with `Finset.sum_congr`.

```lean
/-- The real part of a real on-site potential's matrix element between two states is the potential
summed against the real part of their transition density. -/
theorem siteField_coupling (w : n → ℝ) (η ψ : n → ℂ) :
    (star η ⬝ᵥ siteField w *ᵥ ψ).re = transition η ψ ⬝ᵥ w := by
  simp only [siteField, dotProduct, Matrix.mulVec_diagonal, Complex.re_sum, Pi.star_apply,
    transition]
  refine Finset.sum_congr rfl fun i _ => ?_
  rw [mul_left_comm, Complex.re_ofReal_mul]
  ring
```

## (b) Double counting in the mean field

Show that

μ[ψ] = E[ψ] + U[ψ].

**Solution.** Put η = ψ and w = vρ in (a). Then τ = ρ (`hs`), so μ = K + ρ·vρ = K + 2U = E + U.

A self-consistent calculation solves for the potential vρ, diagonalises F, and repeats with the new density. To obtain E from the converged eigenvalue, it subtracts ½ρ·vρ. For one electron, the remaining energy still contains one U.

```lean
/-- The mean-field expectation value counts the self-repulsion twice, the energy once. -/
theorem expect_meanField (h : Matrix n n ℂ) (v : Matrix n n ℝ) (ψ : n → ℂ) :
    expect (meanField h v ψ) ψ = energy h v ψ + repulsion v ψ := by
  have hs : transition ψ ψ = density ψ := by
    funext i
    simp [transition, density, Complex.sq_norm, Complex.normSq_apply]
  simp only [expect, meanField, energy, repulsion, Matrix.add_mulVec, dotProduct_add,
    Complex.add_re, siteField_coupling, hs]
  ring
```

## (c) The variational bound for h

For Hermitian h and normalised ψ, show that

e0 ≤ K[ψ].

**Solution.** Let φ_j be an orthonormal eigenbasis of h − e0, with eigenvalues λ_j. Each λ_j + e0 is an eigenvalue of h (`shift`), so λ_j ≥ 0. With ψ = Σ_j c_j φ_j,

K[ψ] − e0 = Σ_j λ_j |c_j|² ≥ 0.

The code expresses this as positive semidefiniteness of h − e0 (`hpos`).

```lean
/-- For Hermitian `h`, no normalised state has a mean energy below the lowest eigenvalue. -/
theorem lowest_le_expect {h : Matrix n n ℂ} (hh : h.IsHermitian) {e0 : ℝ}
    (he : IsLowestEigenvalue h e0) {ψ : n → ℂ} (hψ : Normalised ψ) : e0 ≤ expect h ψ := by
  have hd : (siteField fun _ : n => -e0).IsHermitian := by
    rw [Matrix.IsHermitian, siteField, Matrix.diagonal_conjTranspose]
    congr 1
    funext i
    simp
  have hA := hh.add hd
  have shift : ∀ (φ : n → ℂ) (l : ℝ), (h + siteField fun _ : n => -e0) *ᵥ φ = l • φ →
      h *ᵥ φ = ((l + e0 : ℝ) : ℂ) • φ := by
    intro φ l hφ
    funext i
    have hi := congrFun hφ i
    simp only [Matrix.add_mulVec, siteField, Pi.add_apply, Matrix.mulVec_diagonal,
      Pi.smul_apply, Complex.real_smul, Complex.ofReal_neg] at hi
    simp only [Pi.smul_apply, smul_eq_mul, Complex.ofReal_add]
    linear_combination hi
  -- the shifted Hamiltonian `h - e0` has no negative eigenvalue
  have hpos := hA.posSemidef_iff_eigenvalues_nonneg.mpr (fun j => by
    have hj := hA.mulVec_eigenvectorBasis j
    have hle : e0 ≤ hA.eigenvalues j + e0 := by
      refine he.2 ⟨(hA.eigenvectorBasis j).ofLp, fun h0 => ?_, ?_⟩
      · exact hA.eigenvectorBasis.orthonormal.ne_zero j (by ext i; exact congrFun h0 i)
      · exact shift _ _ hj
    show (0 : ℝ) ≤ hA.eigenvalues j
    linarith)
  have h1 := (Complex.le_def.mp (hpos.dotProduct_mulVec_nonneg ψ)).1
  have h2 : ∑ i, (star (ψ i) * ψ i).re = 1 := by
    rw [← hψ]
    refine Finset.sum_congr rfl fun i _ => ?_
    simp [density, Complex.sq_norm, Complex.normSq_apply]
  rw [Matrix.add_mulVec, dotProduct_add, Complex.add_re, siteField_coupling] at h1
  simp only [dotProduct, transition, ← Finset.sum_mul, h2, Complex.zero_re] at h1
  simp only [expect, dotProduct]
  linarith
```

## (d) The sign of the self-repulsion

For positive definite v and normalised ψ, show that

U[ψ] > 0.

**Solution.** The entries of ρ sum to 1, so ρ ≠ 0 (`hne`), and positive definiteness gives ρ·vρ > 0. Physically, the hypothesis says that every nonzero charge distribution has positive field energy. In Lean it includes the symmetry of v.

```lean
omit [DecidableEq n] in
/-- For positive definite `v`, a normalised state has a strictly positive self-repulsion. -/
theorem repulsion_pos {v : Matrix n n ℝ} (hv : v.PosDef) {ψ : n → ℂ} (hψ : Normalised ψ) :
    0 < repulsion v ψ := by
  have hne : density ψ ≠ 0 := by
    intro h0
    simp [Normalised, h0] at hψ
  have hp := hv.dotProduct_mulVec_pos hne
  rw [star_trivial] at hp
  exact half_pos hp
```

## (e) Existence of a minimiser

On at least one site, show that some normalised ψ satisfies

E[ψ] ≤ E[φ] for every normalised φ.

**Solution.** The normalised states form a closed set (`hcl`). It is bounded, since |ψ_i| ≤ 1, and hence compact (`hc`). It contains the state localised on one site (`hne`). The energy is continuous (`hcont`), so it attains its minimum. Neither Hermitian h nor positive definite v is needed.

```lean
/-- On a nonempty set of sites the energy has a normalised minimiser. -/
theorem exists_minimiser [Nonempty n] (h : Matrix n n ℂ) (v : Matrix n n ℝ) :
    ∃ ψ, IsMinimiser h v ψ := by
  have hcl : IsClosed {ψ : n → ℂ | Normalised ψ} := by
    refine isClosed_eq ?_ continuous_const
    simp only [density]
    fun_prop
  have hc : IsCompact {ψ : n → ℂ | Normalised ψ} := by
    refine (isCompact_closedBall (0 : n → ℂ) 1).of_isClosed_subset hcl fun ψ hψ => ?_
    rw [mem_closedBall_zero_iff, pi_norm_le_iff_of_nonneg zero_le_one]
    intro i
    have hi : ‖ψ i‖ ^ 2 ≤ 1 := (Finset.single_le_sum (f := density ψ)
      (fun j _ => sq_nonneg ‖ψ j‖) (Finset.mem_univ i)).trans_eq hψ
    nlinarith [norm_nonneg (ψ i)]
  have hcont : Continuous (energy h v) := by
    unfold energy expect repulsion density
    simp only [dotProduct, Matrix.mulVec, Pi.star_apply]
    fun_prop
  obtain ⟨i⟩ := ‹Nonempty n›
  have hne : {ψ : n → ℂ | Normalised ψ}.Nonempty := by
    refine ⟨Pi.single i 1, ?_⟩
    show ∑ j, ‖(Pi.single i 1 : n → ℂ) j‖ ^ 2 = 1
    rw [Finset.sum_eq_single i (fun j _ hj => by simp [hj]) (by simp)]
    simp
  obtain ⟨ψ, hψ, hm⟩ := hc.exists_isMinOn hne hcont.continuousOn
  exact ⟨ψ, hψ, fun φ hφ => hm hφ⟩
```

## (f) A nonnegative quartic

Suppose at + bt² + ct³ + dt⁴ ≥ 0 for all real t. Show that

a = 0.

**Solution.** The polynomial vanishes at t = 0, which is therefore a minimum (`hm`). Its derivative there is a (`hd`), and must be zero.

```lean
/-- A quartic without constant term that is nowhere negative has no linear term. -/
theorem first_order {a b c d : ℝ}
    (H : ∀ t : ℝ, 0 ≤ a * t + b * t ^ 2 + c * t ^ 3 + d * t ^ 4) : a = 0 := by
  have hd : HasDerivAt (fun t : ℝ => a * t + b * t ^ 2 + c * t ^ 3 + d * t ^ 4) a 0 := by
    have h1 := ((((hasDerivAt_id' (0 : ℝ)).const_mul a).fun_add
      ((hasDerivAt_pow 2 (0 : ℝ)).const_mul b)).fun_add
      ((hasDerivAt_pow 3 (0 : ℝ)).const_mul c)).fun_add
      ((hasDerivAt_pow 4 (0 : ℝ)).const_mul d)
    exact h1.congr_deriv (by norm_num)
  have hm : IsLocalMin (fun t : ℝ => a * t + b * t ^ 2 + c * t ^ 3 + d * t ^ 4) 0 :=
    Filter.Eventually.of_forall fun t => by
      show a * 0 + b * 0 ^ 2 + c * 0 ^ 3 + d * 0 ^ 4 ≤ a * t + b * t ^ 2 + c * t ^ 3 + d * t ^ 4
      linarith [H t]
  exact hm.hasDerivAt_eq_zero hd
```

## (g) Minimality without normalisation

Let ψ be a minimiser and let φ have total occupation N > 0. Show that

N² E[ψ] ≤ N K[φ] + U[φ].

**Solution.** The state φ/√N is normalised. Its K is K[φ]/N (`hk`), and its U is U[φ]/N² (`hr`), because U is quadratic in the density. Minimality gives E[ψ] ≤ K[φ]/N + U[φ]/N²; multiply by N².

```lean
omit [DecidableEq n] in
/-- The minimum property rescaled to a state of any total occupation `N > 0`. -/
theorem minimum_rescaled {h : Matrix n n ℂ} {v : Matrix n n ℝ} {ψ : n → ℂ}
    (hψ : IsMinimiser h v ψ) (φ : n → ℂ) {N : ℝ} (hN : ∑ i, density φ i = N) (h0 : 0 < N) :
    energy h v ψ * N ^ 2 ≤ N * expect h φ + repulsion v φ := by
  obtain ⟨c, hc⟩ : ∃ c : ℝ, c ^ 2 = N⁻¹ :=
    ⟨(√N)⁻¹, by rw [inv_pow, Real.sq_sqrt h0.le]⟩
  have hd : density ((c : ℂ) • φ) = N⁻¹ • density φ := by
    funext i
    simp [density, mul_pow, hc]
  have hk : expect h ((c : ℂ) • φ) = N⁻¹ * expect h φ := by
    simp only [expect, star_smul, Matrix.mulVec_smul, smul_dotProduct, dotProduct_smul,
      smul_eq_mul, Complex.star_def, Complex.conj_ofReal, Complex.re_ofReal_mul]
    rw [← hc]
    ring
  have hm := hψ.2 ((c : ℂ) • φ) (by
    simp only [Normalised, hd, Pi.smul_apply, smul_eq_mul, ← Finset.mul_sum, hN]
    exact inv_mul_cancel₀ h0.ne')
  have hr : repulsion v ((c : ℂ) • φ) = N⁻¹ ^ 2 * repulsion v φ := by
    simp only [repulsion, hd, Matrix.mulVec_smul, smul_dotProduct, dotProduct_smul, smul_eq_mul]
    ring
  rw [energy.eq_1 h v ((c : ℂ) • φ), hk, hr] at hm
  refine (mul_le_mul_of_nonneg_right hm (sq_nonneg N)).trans_eq ?_
  field_simp
```

## (h) The self-consistent equation

For Hermitian h, positive definite v and a minimiser ψ, show that

Fψ = μψ, with μ = μ[ψ].

**Solution.** Let η = Fψ − μψ, with density σ and m = Σ_i σ_i. By the definition of μ, Re⟨η, ψ⟩ = 0 (`horth`), so Σ_i τ_i = 0. For real t, the state ψ + tη has

density ρ + 2tτ + t²σ,

N = 1 + t²m,

K[ψ + tη] = K[ψ] + 2t Re⟨η, hψ⟩ + t² K[η],

U[ψ + tη] = ½(ρ + 2tτ + t²σ)·v(ρ + 2tτ + t²σ).

The third line uses that h is Hermitian (`hswap`). Since v is symmetric (`sym`), the linear term of U is 2t τ·vρ. By (g), N K[ψ + tη] + U[ψ + tη] − N² E[ψ] is a nonnegative quartic in t that vanishes at t = 0. As N has no linear term, (a) gives the linear coefficient

2Re⟨η, hψ⟩ + 2τ·vρ = 2Re⟨η, Fψ⟩ = 2Re⟨η, η + μψ⟩ = 2m.

By (f), m = 0, so η = 0. In the code, `key` applies (f) with all four coefficients written out.

```lean
/-- For Hermitian `h` and positive definite `v`, a minimiser is an eigenvector of the
mean-field Hamiltonian built from its own density. -/
theorem self_consistent {h : Matrix n n ℂ} (hh : h.IsHermitian) {v : Matrix n n ℝ}
    (hv : v.PosDef) {ψ : n → ℂ} (hψ : IsMinimiser h v ψ) :
    meanField h v ψ *ᵥ ψ = (expect (meanField h v ψ) ψ : ℂ) • ψ := by
  have h1 : ∑ i, density ψ i = 1 := hψ.1
  obtain ⟨μ, hμ⟩ : ∃ μ, μ = expect (meanField h v ψ) ψ := ⟨_, rfl⟩
  rw [← hμ]
  -- the residual of the eigenvalue equation serves as direction of variation
  obtain ⟨η, hη⟩ : ∃ η, η = meanField h v ψ *ᵥ ψ - (μ : ℂ) • ψ := ⟨_, rfl⟩
  have hF : meanField h v ψ *ᵥ ψ = η + (μ : ℂ) • ψ := by rw [hη, sub_add_cancel]
  have hself : ∀ φ : n → ℂ, (star φ ⬝ᵥ φ).re = ∑ i, density φ i := by
    intro φ
    simp [dotProduct, density, Complex.sq_norm, Complex.normSq_apply]
  have horth : (star η ⬝ᵥ ψ).re = 0 := by
    have e : μ = (star ψ ⬝ᵥ (η + (μ : ℂ) • ψ)).re := by
      rw [← hF]
      exact hμ
    rw [dotProduct_add, dotProduct_smul, smul_eq_mul, Complex.add_re, Complex.re_ofReal_mul,
      hself, h1] at e
    rw [Matrix.star_dotProduct, Complex.star_def, Complex.conj_re]
    linarith
  have hforce : (star η ⬝ᵥ h *ᵥ ψ).re + transition η ψ ⬝ᵥ v *ᵥ density ψ
      = ∑ i, density η i := by
    rw [← siteField_coupling, ← Complex.add_re, ← dotProduct_add, ← Matrix.add_mulVec]
    change (star η ⬝ᵥ meanField h v ψ *ᵥ ψ).re = _
    rw [hF, dotProduct_add, dotProduct_smul, smul_eq_mul, Complex.add_re,
      Complex.re_ofReal_mul, horth, hself, mul_zero, add_zero]
  have hswap : (star ψ ⬝ᵥ h *ᵥ η).re = (star η ⬝ᵥ h *ᵥ ψ).re := by
    rw [Matrix.star_dotProduct, Matrix.star_mulVec, hh.eq, ← Matrix.dotProduct_mulVec,
      Complex.star_def, Complex.conj_re]
  have hT : vᵀ = v := by
    rw [← Matrix.conjTranspose_eq_transpose_of_trivial]
    exact hv.isHermitian.eq
  have sym : ∀ x y : n → ℝ, x ⬝ᵥ v *ᵥ y = y ⬝ᵥ v *ᵥ x := by
    intro x y
    rw [Matrix.dotProduct_mulVec, ← Matrix.mulVec_transpose, hT, dotProduct_comm]
  have hsum : ∑ i, transition η ψ i = 0 := by
    rw [← horth]
    simp only [transition, dotProduct, Complex.re_sum, Pi.star_apply]
  obtain ⟨m, hm⟩ : ∃ m, m = ∑ i, density η i := ⟨_, rfl⟩
  have hm0 : 0 ≤ m := hm ▸ Finset.sum_nonneg fun i _ => sq_nonneg ‖η i‖
  -- minimality along `ψ + t η`, expanded in powers of `t`
  have key := first_order
    (a := 2 * (star η ⬝ᵥ h *ᵥ ψ).re + 2 * (transition η ψ ⬝ᵥ v *ᵥ density ψ))
    (b := expect h η - m * expect h ψ + 2 * (transition η ψ ⬝ᵥ v *ᵥ transition η ψ)
      + density η ⬝ᵥ v *ᵥ density ψ - m * (density ψ ⬝ᵥ v *ᵥ density ψ))
    (c := 2 * m * (star η ⬝ᵥ h *ᵥ ψ).re + 2 * (density η ⬝ᵥ v *ᵥ transition η ψ))
    (d := m * expect h η + (density η ⬝ᵥ v *ᵥ density η) / 2
      - m ^ 2 * (expect h ψ + (density ψ ⬝ᵥ v *ᵥ density ψ) / 2)) (fun t => by
    have hd : density (ψ + (t : ℂ) • η)
        = density ψ + (2 * t) • transition η ψ + t ^ 2 • density η := by
      funext i
      simp [density, transition, Complex.sq_norm, Complex.normSq_apply]
      ring
    have hN : ∑ i, density (ψ + (t : ℂ) • η) i = 1 + t ^ 2 * m := by
      simp only [hd, Pi.add_apply, Pi.smul_apply, smul_eq_mul, Finset.sum_add_distrib,
        ← Finset.mul_sum, h1, hsum, ← hm]
      ring
    have hK : expect h (ψ + (t : ℂ) • η)
        = expect h ψ + 2 * t * (star η ⬝ᵥ h *ᵥ ψ).re + t ^ 2 * expect h η := by
      simp only [expect, star_add, star_smul, Matrix.mulVec_add, Matrix.mulVec_smul,
        add_dotProduct, dotProduct_add, smul_dotProduct, dotProduct_smul, smul_eq_mul,
        Complex.star_def, Complex.conj_ofReal, Complex.add_re, Complex.re_ofReal_mul, hswap]
      ring
    have hR : repulsion v (ψ + (t : ℂ) • η) = (density ψ ⬝ᵥ v *ᵥ density ψ
        + 4 * t * (transition η ψ ⬝ᵥ v *ᵥ density ψ)
        + t ^ 2 * (4 * (transition η ψ ⬝ᵥ v *ᵥ transition η ψ)
          + 2 * (density η ⬝ᵥ v *ᵥ density ψ))
        + 4 * t ^ 3 * (density η ⬝ᵥ v *ᵥ transition η ψ)
        + t ^ 4 * (density η ⬝ᵥ v *ᵥ density η)) / 2 := by
      simp only [repulsion, hd, Matrix.mulVec_add, Matrix.mulVec_smul, add_dotProduct,
        dotProduct_add, smul_dotProduct, dotProduct_smul, smul_eq_mul]
      rw [sym (density ψ) (transition η ψ), sym (density ψ) (density η),
        sym (transition η ψ) (density η)]
      ring
    have hmin := minimum_rescaled hψ _ hN (by positivity)
    rw [hK, hR, energy, repulsion] at hmin
    linarith)
  -- the linear coefficient is twice the squared norm of the residual
  have hz : ∑ i, density η i = 0 := by linarith
  have hη0 : η = 0 := by
    funext i
    have hi := (Finset.sum_eq_zero_iff_of_nonneg
      (fun j _ => sq_nonneg ‖η j‖)).mp hz i (Finset.mem_univ i)
    simpa [density] using hi
  rw [hF, hη0, zero_add]
```

## (i) Two errors of the same sign

Under the hypotheses of (h), with e0 the lowest eigenvalue of h, show that

e0 < E[ψ] < μ[ψ], where μ[ψ] is an eigenvalue of F.

**Solution.** By (c) and (d), E = K + U > K ≥ e0. By (b) and (d), μ = E + U > E. Part (h) supplies the eigenvalue equation. The theorem does not say whether μ is the lowest eigenvalue of F.

Positive semidefinite v would not suffice: on one site with h = 0 and v = 0, all three energies are zero.

```lean
/-- For Hermitian `h` and positive definite `v`, the energy of a minimiser lies strictly above
the lowest eigenvalue of `h`, and its mean-field eigenvalue lies strictly above that energy. -/
theorem self_interaction_error {h : Matrix n n ℂ} (hh : h.IsHermitian) {v : Matrix n n ℝ}
    (hv : v.PosDef) {e0 : ℝ} (he : IsLowestEigenvalue h e0) {ψ : n → ℂ}
    (hψ : IsMinimiser h v ψ) :
    e0 < energy h v ψ ∧ energy h v ψ < expect (meanField h v ψ) ψ ∧
      meanField h v ψ *ᵥ ψ = (expect (meanField h v ψ) ψ : ℂ) • ψ := by
  have hp := repulsion_pos hv hψ.1
  have hl := lowest_le_expect hh he hψ.1
  refine ⟨?_, ?_, self_consistent hh hv hψ⟩
  · rw [energy]
    linarith
  · rw [expect_meanField]
    linarith
```

## (j) A bound on the second error

For Hermitian h, any real v and any normalised ψ, show that

μ[ψ] − E[ψ] ≤ E[ψ] − e0.

**Solution.** The left side is U by (b). The right side is (K − e0) + U, and K − e0 ≥ 0 by (c).

On one site with h = 0 and v = 20 meV, e0 = 0, E = 10 meV and μ = 20 meV, so the two sides are equal. For a ψ that is not a minimiser, μ[ψ] is an expectation value and need not be an eigenvalue.

```lean
/-- For Hermitian `h` and a normalised state, the mean-field expectation value exceeds the energy
by no more than the energy exceeds the lowest eigenvalue of `h`. -/
theorem excess_le_error {h : Matrix n n ℂ} (hh : h.IsHermitian) (v : Matrix n n ℝ) {e0 : ℝ}
    (he : IsLowestEigenvalue h e0) {ψ : n → ℂ} (hψ : Normalised ψ) :
    expect (meanField h v ψ) ψ - energy h v ψ ≤ energy h v ψ - e0 := by
  have hl := lowest_le_expect hh he hψ
  rw [expect_meanField, energy]
  linarith

end

end SchroedingerPoisson
```

```lean
#print axioms SchroedingerPoisson.exists_minimiser
-- 'SchroedingerPoisson.exists_minimiser' depends on axioms: [propext, Classical.choice, Quot.sound]
#print axioms SchroedingerPoisson.self_interaction_error
-- 'SchroedingerPoisson.self_interaction_error' depends on axioms: [propext, Classical.choice, Quot.sound]
#print axioms SchroedingerPoisson.excess_le_error
-- 'SchroedingerPoisson.excess_le_error' depends on axioms: [propext, Classical.choice, Quot.sound]
```
